# Coupling to doubles adds ‖B†d‖² to the spectral variance of a singles state d and keeps its centroid

When double excitations are added to a singles-only calculation, a line may split into several, and a natural check is to compare their weighted mean energy with the original one. If the singles block A and the zero of energy are left unchanged and each line is weighted by the squared modulus of its overlap with a fixed unit singles state d, the mean must stay where it was. The weighted variance grows by ‖B†d‖², where B is the coupling between doubles and singles.

The Hamiltonian acts on a singles part x and a doubles part y as

H(x, y) = (Ax + By, B†x + Dy),

where D is the doubles block. The ground state is not part of this model. If the doubles lower its energy too, the centroid measured from it rises by the same amount. In TDDFT, A can stand for an adiabatic singles problem in Tamm–Dancoff form; the result then concerns a finite Hermitian model with energy-independent blocks, not the full response equations with de-excitations.

## Finitely many states, hence discrete lines

Physically, this is a calculation in a finite basis. The types `m` and `n` label singles and doubles, and `ι` labels the states of a general Hamiltonian.

```lean
import Mathlib

open Matrix

namespace DoubleExcitationBroadening

noncomputable section

variable {ι m n : Type*} [Fintype ι] [DecidableEq ι] [Fintype m] [DecidableEq m]
  [Fintype n] [DecidableEq n]
```

Vectors are complex-valued functions on these labels, and `sqNorm` is the usual ‖v‖².

```lean
/-- The squared norm of a complex vector. -/
def sqNorm {κ : Type*} [Fintype κ] (v : κ → ℂ) : ℝ := ∑ i, ‖v i‖ ^ 2
```

Let vₖ be orthonormal eigenvectors of H with energies Eₖ. A state ψ has the line weights and moments

wₖ = |⟨vₖ, ψ⟩|²,

Mₚ = Σₖ wₖ Eₖᵖ.

In Lean, ⟨v, w⟩ is `star v ⬝ᵥ w`, and `.ofLp` gives the coordinates of an eigenvector.

```lean
/-- The spectral weight of the state `ψ` on the `k`-th eigenvector of `H`. -/
def strength {H : Matrix ι ι ℂ} (hH : H.IsHermitian) (ψ : ι → ℂ) (k : ι) : ℝ :=
  ‖star (hH.eigenvectorBasis k).ofLp ⬝ᵥ ψ‖ ^ 2

/-- The `p`-th moment of the spectral distribution of `ψ` under `H`. -/
def moment {H : Matrix ι ι ℂ} (hH : H.IsHermitian) (ψ : ι → ℂ) (p : ℕ) : ℝ :=
  ∑ k, strength hH ψ k * hH.eigenvalues k ^ p
```

The centroid is c = M₁, and the variance is Σₖ wₖ(Eₖ − c)². Both are defined from the lines, so their matrix-element formulas have to be proved.

```lean
/-- The centroid of the spectrum of a normalised state `ψ`: its first moment. -/
def centroid {H : Matrix ι ι ℂ} (hH : H.IsHermitian) (ψ : ι → ℂ) : ℝ := moment hH ψ 1

/-- The variance of the spectrum of a normalised state `ψ`: the weighted mean squared
distance of the lines from the centroid. -/
def variance {H : Matrix ι ι ℂ} (hH : H.IsHermitian) (ψ : ι → ℂ) : ℝ :=
  ∑ k, strength hH ψ k * (hH.eigenvalues k - centroid hH ψ) ^ 2
```

Finiteness is used whenever a sum over k is rearranged. With an unbounded Hamiltonian, the moments may diverge.

## The reverse coupling is B†

Excitation from singles to doubles and the reverse process have conjugate amplitudes. The definition builds this in by taking `Bᴴ`, which is B†, as the lower-left block.

```lean
/-- The Hamiltonian with singles block `A`, doubles block `D` and coupling `B`. -/
def coupled (A : Matrix m m ℂ) (B : Matrix m n ℂ) (D : Matrix n n ℂ) :
    Matrix (m ⊕ n) (m ⊕ n) ℂ := fromBlocks A B Bᴴ D
```

Together with Hermitian A and D, this makes H Hermitian, which the derivation uses in two places. First, ⟨vₖ, Hφ⟩ = Eₖ⟨vₖ, φ⟩ for every φ, so repeated action gives

⟨vₖ, Hᵖψ⟩ = Eₖᵖ⟨vₖ, ψ⟩.

Parseval's identity then yields

⟨ψ, Hᵖψ⟩ = Σₖ ⟨ψ, vₖ⟩⟨vₖ, Hᵖψ⟩ = Σₖ wₖEₖᵖ = Mₚ.

Second, one factor of H can be moved to the left:

M₂ = ⟨ψ, H²ψ⟩ = ⟨Hψ, Hψ⟩ = ‖Hψ‖².

The proof follows the same route. `star_dot_self` identifies ⟨v, v⟩ with ‖v‖².

```lean
/-- The inner product of a vector with itself is its squared norm. -/
theorem star_dot_self {κ : Type*} [Fintype κ] (v : κ → ℂ) :
    star v ⬝ᵥ v = (sqNorm v : ℂ) := by
  simp only [sqNorm, dotProduct, Pi.star_apply]
  push_cast
  exact Finset.sum_congr rfl fun i _ => Complex.conj_mul' (v i)
```

`amplitude_pow` takes the adjoint of the eigenvalue equation, then uses induction on p.

```lean
/-- Acting with `H ^ p` multiplies the amplitude on each eigenvector of the Hermitian
matrix `H` by the `p`-th power of its eigenvalue. -/
theorem amplitude_pow {H : Matrix ι ι ℂ} (hH : H.IsHermitian) (ψ : ι → ℂ) (k : ι) (p : ℕ) :
    star (hH.eigenvectorBasis k).ofLp ⬝ᵥ (H ^ p *ᵥ ψ) =
      (hH.eigenvalues k : ℂ) ^ p * (star (hH.eigenvectorBasis k).ofLp ⬝ᵥ ψ) := by
  -- the adjoint eigenvalue equation
  have hl : star (hH.eigenvectorBasis k).ofLp ᵥ* H =
      (hH.eigenvalues k : ℂ) • star (hH.eigenvectorBasis k).ofLp := by
    have h := congrArg star (hH.mulVec_eigenvectorBasis k)
    rw [Matrix.star_mulVec, hH.eq] at h
    refine h.trans ?_
    ext i
    simp
  induction p with
  | zero => simp
  | succ p ih =>
    rw [pow_succ', ← Matrix.mulVec_mulVec, Matrix.dotProduct_mulVec, hl, smul_dotProduct, ih,
      smul_eq_mul]
    ring
```

`moment_eq` applies Parseval's identity and matches the sums line by line; `hc` turns an amplitude times its conjugate into a weight.

```lean
/-- The `p`-th spectral moment of `ψ` under a Hermitian `H` is the expectation value
of `H ^ p`. -/
theorem moment_eq {H : Matrix ι ι ℂ} (hH : H.IsHermitian) (ψ : ι → ℂ) (p : ℕ) :
    (moment hH ψ p : ℂ) = star ψ ⬝ᵥ (H ^ p *ᵥ ψ) := by
  -- Parseval's identity in the eigenbasis
  have h := hH.eigenvectorBasis.sum_inner_mul_inner (WithLp.toLp 2 ψ)
    (WithLp.toLp 2 (H ^ p *ᵥ ψ))
  simp only [EuclideanSpace.inner_eq_star_dotProduct] at h
  rw [dotProduct_comm (star ψ), ← h, moment]
  push_cast
  refine Finset.sum_congr rfl fun k _ => ?_
  rw [dotProduct_comm (H ^ p *ᵥ ψ), amplitude_pow, dotProduct_comm _ (star ψ),
    Matrix.star_dotProduct ψ, strength]
  have hc : star (star (hH.eigenvectorBasis k).ofLp ⬝ᵥ ψ) *
      (star (hH.eigenvectorBasis k).ofLp ⬝ᵥ ψ) =
      (‖star (hH.eigenvectorBasis k).ofLp ⬝ᵥ ψ‖ : ℂ) ^ 2 := Complex.conj_mul' _
  push_cast
  linear_combination (-(hH.eigenvalues k : ℂ) ^ p) * hc
```

`moment_two` moves the factor of H, using `hH.eq`, which says H† = H.

```lean
/-- The second spectral moment of `ψ` under a Hermitian `H` is the squared norm of `H ψ`. -/
theorem moment_two {H : Matrix ι ι ℂ} (hH : H.IsHermitian) (ψ : ι → ℂ) :
    moment hH ψ 2 = sqNorm (H *ᵥ ψ) := by
  have h : (moment hH ψ 2 : ℂ) = (sqNorm (H *ᵥ ψ) : ℂ) := by
    rw [moment_eq, ← star_dot_self, Matrix.star_mulVec, hH.eq, pow_two,
      ← Matrix.mulVec_mulVec, Matrix.dotProduct_mulVec (star ψ) H (H *ᵥ ψ)]
  exact_mod_cast h
```

Without a condition on the reverse coupling, there may be no eigenbasis at all. With one single and one double, take A = D = 0, B = 1 and a lower-left entry of 0: the matrix has only one eigenvector up to scale.

## The state has unit norm

For a unit vector the weights are probabilities: M₀ = ‖ψ‖² = 1. Expanding the square gives

Σₖ wₖ(Eₖ − c)² = M₂ − 2cM₁ + c²M₀ = ‖Hψ‖² − c².

In `variance_eq`, `h0` supplies M₀ = 1 and `key` is the expansion for an arbitrary real c.

```lean
/-- For a normalised state the spectral variance under a Hermitian `H` is the squared norm
of `H ψ` minus the squared centroid. -/
theorem variance_eq {H : Matrix ι ι ℂ} (hH : H.IsHermitian) {ψ : ι → ℂ} (hψ : sqNorm ψ = 1) :
    variance hH ψ = sqNorm (H *ᵥ ψ) - centroid hH ψ ^ 2 := by
  -- the weights add up to one
  have h0 : moment hH ψ 0 = 1 := by
    have h := moment_eq hH ψ 0
    rw [pow_zero, Matrix.one_mulVec, star_dot_self, hψ] at h
    exact_mod_cast h
  have key : ∀ c : ℝ, ∑ k, strength hH ψ k * (hH.eigenvalues k - c) ^ 2 =
      moment hH ψ 2 - 2 * c * moment hH ψ 1 + c ^ 2 * moment hH ψ 0 := by
    intro c
    simp only [moment, Finset.mul_sum, ← Finset.sum_sub_distrib, ← Finset.sum_add_distrib]
    exact Finset.sum_congr rfl fun k _ => by ring
  rw [variance, key, h0, moment_two, centroid]
  ring
```

The formula can fail for other norms. For a single level with H = 1 and ψ = 2, the weight and the centroid are both 4, so the defined variance is 4·(1 − 4)² = 36, whereas ‖Hψ‖² − c² = −12.

## The blocks A and D are Hermitian

Each block is then a Hamiltonian in its own right, with real energies in the absence of coupling. The next lemma combines `hA` and `hD` into Hermiticity of H, which the definitions of centroid and variance require.

```lean
omit [Fintype m] [DecidableEq m] [Fintype n] [DecidableEq n] in
/-- The coupled Hamiltonian is Hermitian when its singles and doubles blocks are. -/
theorem coupled_isHermitian {A : Matrix m m ℂ} {D : Matrix n n ℂ} (hA : A.IsHermitian)
    (B : Matrix m n ℂ) (hD : D.IsHermitian) : (coupled A B D).IsHermitian :=
  Matrix.IsHermitian.fromBlocks hA rfl hD
```

If either condition is simply omitted, real energies are no longer guaranteed: with B = 0, a 1×1 block equal to i gives the eigenvalue i.

## The state starts with no doubles component

The state (d, 0), written `Sum.elim d 0`, is a pure single excitation. One action of H gives

H(d, 0) = (Ad, B†d).

Hence

c = ⟨(d, 0), (Ad, B†d)⟩ = ⟨d, Ad⟩,

variance = ‖Ad‖² + ‖B†d‖² − ⟨d, Ad⟩².

In the proof, `hv` is the block action, `hs` splits the norm and `hm` finds the centroid. The `.re` converts the complex-typed expectation value, which is real here, to a real number.

```lean
/-- For Hermitian blocks `A`, `D` and a normalised single excitation `d`, the spectrum of
`(d, 0)` has centroid `⟨d, A d⟩` and variance `‖A d‖² - ⟨d, A d⟩² + ‖B† d‖²`. -/
theorem centroid_and_variance {A : Matrix m m ℂ} {D : Matrix n n ℂ} (hA : A.IsHermitian)
    (B : Matrix m n ℂ) (hD : D.IsHermitian) {d : m → ℂ} (hd : sqNorm d = 1) :
    centroid (coupled_isHermitian hA B hD) (Sum.elim d 0) = (star d ⬝ᵥ (A *ᵥ d)).re ∧
    variance (coupled_isHermitian hA B hD) (Sum.elim d 0) =
      sqNorm (A *ᵥ d) - (star d ⬝ᵥ (A *ᵥ d)).re ^ 2 + sqNorm (Bᴴ *ᵥ d) := by
  have hv : coupled A B D *ᵥ Sum.elim d 0 = Sum.elim (A *ᵥ d) (Bᴴ *ᵥ d) := by
    simp [coupled, Matrix.fromBlocks_mulVec]
  have hs : ∀ (x : m → ℂ) (y : n → ℂ), sqNorm (Sum.elim x y) = sqNorm x + sqNorm y := by
    intro x y
    simp [sqNorm]
  have hm : centroid (coupled_isHermitian hA B hD) (Sum.elim d 0) =
      (star d ⬝ᵥ (A *ᵥ d)).re := by
    have h := moment_eq (coupled_isHermitian hA B hD) (Sum.elim d 0) 1
    have h' : star (Sum.elim d (0 : n → ℂ)) ⬝ᵥ Sum.elim (A *ᵥ d) (Bᴴ *ᵥ d) =
        star d ⬝ᵥ (A *ᵥ d) := by
      simp [dotProduct]
    rw [pow_one, hv, h'] at h
    rw [centroid, ← h, Complex.ofReal_re]
  have h1 : sqNorm (Sum.elim d (0 : n → ℂ)) = 1 := by
    rw [hs, hd]
    simp [sqNorm]
  refine ⟨hm, ?_⟩
  rw [variance_eq _ h1, hm, hv, hs]
  ring
```

Under A alone, the same d has centroid ⟨d, Ad⟩ and variance ‖Ad‖² − ⟨d, Ad⟩². Subtraction leaves ‖B†d‖², which is positive exactly when B†d ≠ 0. `coupling_broadens` proves this comparison, with `h0` relating zero norm to the zero vector.

```lean
/-- For Hermitian blocks and normalised `d`, coupling to doubles leaves the centroid of the
singles-only spectrum in place and adds `‖B† d‖²` to its variance; the variance grows
strictly exactly when `B† d ≠ 0`. -/
theorem coupling_broadens {A : Matrix m m ℂ} {D : Matrix n n ℂ} (hA : A.IsHermitian)
    (B : Matrix m n ℂ) (hD : D.IsHermitian) {d : m → ℂ} (hd : sqNorm d = 1) :
    centroid (coupled_isHermitian hA B hD) (Sum.elim d 0) = centroid hA d ∧
    variance (coupled_isHermitian hA B hD) (Sum.elim d 0) =
      variance hA d + sqNorm (Bᴴ *ᵥ d) ∧
    (variance hA d < variance (coupled_isHermitian hA B hD) (Sum.elim d 0) ↔
      Bᴴ *ᵥ d ≠ 0) := by
  obtain ⟨hc, hv⟩ := centroid_and_variance hA B hD hd
  have hA1 : centroid hA d = (star d ⬝ᵥ (A *ᵥ d)).re := by
    have h := moment_eq hA d 1
    rw [pow_one] at h
    rw [centroid, ← h, Complex.ofReal_re]
  have hsum : variance (coupled_isHermitian hA B hD) (Sum.elim d 0) =
      variance hA d + sqNorm (Bᴴ *ᵥ d) := by
    rw [hv, variance_eq hA hd, hA1]
  -- the added term vanishes only with the coupling vector
  have h0 : sqNorm (Bᴴ *ᵥ d) = 0 ↔ Bᴴ *ᵥ d = 0 := by
    rw [sqNorm, Finset.sum_eq_zero_iff_of_nonneg (fun i _ => sq_nonneg _)]
    simp [funext_iff]
  have hn : 0 ≤ sqNorm (Bᴴ *ᵥ d) := Finset.sum_nonneg fun i _ => sq_nonneg _
  refine ⟨hc.trans hA1.symm, hsum, ?_⟩
  rw [hsum, lt_add_iff_pos_right]
  exact ⟨fun h e => h.ne' (h0.2 e), fun h => lt_of_le_of_ne hn fun e => h (h0.1 e.symm)⟩
```

With a doubles component, coupling can move the centroid. For A = D = 0, B = 1 and the state (1, 1)/√2, the centroid is 1; with B = 0 it is 0.

## The singles state is an eigenvector of A

Here d is one sharp line of the singles-only calculation, at energy ω. From Ad = ωd and ‖d‖ = 1,

⟨d, Ad⟩ = ω,

‖Ad‖² = ω²,

so the coupled variance is ‖B†d‖² alone. The proof computes these two values as `h1` and `h2` and substitutes them.

```lean
/-- If the normalised `d` is an eigenvector of `A` with energy `ω`, and `A`, `D` are
Hermitian, the coupled spectrum of `(d, 0)` has centroid `ω` and variance `‖B† d‖²`. -/
theorem variance_of_eigenvector {A : Matrix m m ℂ} {D : Matrix n n ℂ} (hA : A.IsHermitian)
    (B : Matrix m n ℂ) (hD : D.IsHermitian) {d : m → ℂ} (hd : sqNorm d = 1) {ω : ℝ}
    (hω : A *ᵥ d = (ω : ℂ) • d) :
    centroid (coupled_isHermitian hA B hD) (Sum.elim d 0) = ω ∧
    variance (coupled_isHermitian hA B hD) (Sum.elim d 0) = sqNorm (Bᴴ *ᵥ d) := by
  obtain ⟨hc, hv⟩ := centroid_and_variance hA B hD hd
  have h1 : (star d ⬝ᵥ (A *ᵥ d)).re = ω := by
    rw [hω, dotProduct_smul, star_dot_self, hd]
    simp
  have h2 : sqNorm (A *ᵥ d) = ω ^ 2 := by
    have h : sqNorm ((ω : ℂ) • d) = ω ^ 2 * sqNorm d := by
      simp [sqNorm, mul_pow, Finset.mul_sum]
    rw [hω, h, hd, mul_one]
  refine ⟨hc.trans h1, ?_⟩
  rw [hv, h1, h2]
  ring
```

For a general unit d, the singles-only variance ‖(A − ⟨d, Ad⟩)d‖² remains as well; it vanishes only for an eigenvector.

## The energies in D are otherwise unrestricted

The centroid and variance formulas contain no D, so they hold wherever the doubles lie. The third moment can depend on it. With x = Ad and y = B†d,

M₃ = ⟨H(d, 0), H H(d, 0)⟩ = ⟨x, Ax⟩ + ⟨x, By⟩ + ⟨y, B†x⟩ + ⟨y, Dy⟩.

The middle terms are complex conjugates, so together they give 2 Re⟨x, By⟩. The proof moves one H to the left in `hl`, expands the blocks in `hb` and pairs the cross terms in `hx` and `hr`. This moment is taken about zero energy, and d need not be normalised.

```lean
/-- For Hermitian blocks, the third spectral moment of `(d, 0)` is
`⟨A d, A A d⟩ + 2 Re ⟨A d, B B† d⟩ + ⟨B† d, D B† d⟩`. -/
theorem third_moment {A : Matrix m m ℂ} {D : Matrix n n ℂ} (hA : A.IsHermitian)
    (B : Matrix m n ℂ) (hD : D.IsHermitian) (d : m → ℂ) :
    moment (coupled_isHermitian hA B hD) (Sum.elim d 0) 3 =
      (star (A *ᵥ d) ⬝ᵥ (A *ᵥ (A *ᵥ d))).re +
      2 * (star (A *ᵥ d) ⬝ᵥ (B *ᵥ (Bᴴ *ᵥ d))).re +
      (star (Bᴴ *ᵥ d) ⬝ᵥ (D *ᵥ (Bᴴ *ᵥ d))).re := by
  have hH := coupled_isHermitian hA B hD
  have hv : coupled A B D *ᵥ Sum.elim d 0 = Sum.elim (A *ᵥ d) (Bᴴ *ᵥ d) := by
    simp [coupled, Matrix.fromBlocks_mulVec]
  have h := moment_eq hH (Sum.elim d 0) 3
  -- move one factor of the Hamiltonian to the left
  have h3 : coupled A B D ^ 3 = coupled A B D * (coupled A B D * coupled A B D) := by
    noncomm_ring
  rw [h3, ← Matrix.mulVec_mulVec, ← Matrix.mulVec_mulVec,
    Matrix.dotProduct_mulVec (star (Sum.elim d 0)) (coupled A B D)] at h
  have hl : star (Sum.elim d 0) ᵥ* coupled A B D =
      star (Sum.elim (A *ᵥ d) (Bᴴ *ᵥ d)) := by
    rw [← hv, Matrix.star_mulVec, hH.eq]
  rw [hl, hv] at h
  generalize A *ᵥ d = x at h ⊢
  generalize Bᴴ *ᵥ d = y at h ⊢
  have hb : star (Sum.elim x y) ⬝ᵥ (coupled A B D *ᵥ Sum.elim x y) =
      star x ⬝ᵥ (A *ᵥ x + B *ᵥ y) + star y ⬝ᵥ (Bᴴ *ᵥ x + D *ᵥ y) := by
    rw [coupled, Matrix.fromBlocks_mulVec]
    simp [dotProduct]
  -- the two cross terms are complex conjugates
  have hx : star y ⬝ᵥ (Bᴴ *ᵥ x) = star (star x ⬝ᵥ (B *ᵥ y)) := by
    rw [Matrix.dotProduct_mulVec (star y) Bᴴ x, ← Matrix.star_mulVec]
    exact Matrix.star_dotProduct _ _
  have hr : (star y ⬝ᵥ (Bᴴ *ᵥ x)).re = (star x ⬝ᵥ (B *ᵥ y)).re := by
    rw [hx]
    exact Complex.conj_re _
  have hre := congrArg Complex.re h
  rw [hb, dotProduct_add, dotProduct_add, Complex.ofReal_re, Complex.add_re, Complex.add_re,
    Complex.add_re, hr] at hre
  linarith

end

end DoubleExcitationBroadening
```

```lean
#print axioms DoubleExcitationBroadening.coupling_broadens
#print axioms DoubleExcitationBroadening.variance_of_eigenvector
#print axioms DoubleExcitationBroadening.third_moment
```

```
'DoubleExcitationBroadening.coupling_broadens' depends on axioms: [propext, Classical.choice, Quot.sound]
'DoubleExcitationBroadening.variance_of_eigenvector' depends on axioms: [propext, Classical.choice, Quot.sound]
'DoubleExcitationBroadening.third_moment' depends on axioms: [propext, Classical.choice, Quot.sound]
```
